# Elastic constants from Cauchy stress slopes in a crystal under initial stress

## Strain measure, stiffness and signs

The reference state is the crystal as it stands, already carrying a Cauchy stress $s$. Tension is positive, so a pressure $P$ means $s=-P\,\mathbf 1$. A homogeneous deformation is described by its gradient $F$, a real $3\times3$ matrix acting on column vectors, and its Green-Lagrange strain is

$$\eta=\tfrac12(F^{\mathsf T}F-\mathbf 1).$$

The stiffness $C$ is a linear map on matrices. It gives the change of the second Piola-Kirchhoff stress, the stress conjugate to $\eta$, so that this stress is $s+C\eta$. The Cauchy stress in the deformed crystal is then

$$T(F)=\frac{F\,(s+C\eta)\,F^{\mathsf T}}{\det F}.$$

For a cubic crystal with its axes along the coordinate axes, $C$ has three constants:

$$(Ce)_{ii}=C_{11}e_{ii}+C_{12}(\operatorname{tr}e-e_{ii}),\qquad (Ce)_{ij}=C_{44}(e_{ij}+e_{ji})\quad(i\ne j).$$

Here $e_{ij}$ is the tensor shear, half the engineering shear. Indices run over $0,1,2$, as in the code; the subscripts of $C_{11}$, $C_{12}$ and $C_{44}$ are the usual Voigt labels.

## The slope of the stress at zero strain

For a symmetric strain $e$ and $F=\mathbf 1+te$,

$$\left.\frac{dT}{dt}\right|_{t=0}=Ce+es+se-\operatorname{tr}(e)\,s .$$

Under pressure $P$, a cubic crystal therefore responds with cubic coefficients $C_{11}-P$, $C_{12}+P$ and $C_{44}-P$.

## Strained cells, fitted stresses and symmetrised tables

A code that strains the cell by $\mathbf 1\pm te$, computes the Cauchy stress and fits its slope obtains the coefficients on the right-hand side above. A code that fits the energy per unit reference volume to second order in $\eta$, with the linear term included, obtains $C$ from the quadratic part. In the model used here, with stress linear in $\eta$, the formula converts between the two outputs of an electronic-structure or force-field calculation. At nonzero pressure they differ even if both calculations are fully converged.

Symmetrising the fitted $6\times6$ table needs similar care. Take $s=\operatorname{diag}(\sigma,0,0)$ and a cubic $C$. A strain along axis 1 changes $T_{00}$ at the rate $C_{12}-\sigma$, while a strain along axis 0 changes $T_{11}$ at the rate $C_{12}$. The difference $-\sigma$ needs only the major symmetry of $C$, so it remains when the uniaxial stress lowers $C$ from cubic to tetragonal symmetry. Averaging the two entries would remove a real effect of the residual stress.

## Expansion, quotient rule and symmetry test

Let $h$ be any displacement gradient, symmetric or not, and put $F=\mathbf 1+th$. Multiplying out gives

$$\eta=t\,\tfrac12(h+h^{\mathsf T})+t^2\,\tfrac12h^{\mathsf T}h .$$

With $A=C(\tfrac12(h+h^{\mathsf T}))$ and $B=C(\tfrac12h^{\mathsf T}h)$, linearity gives $C\eta=tA+t^2B$. The numerator of $T$ is

$$\begin{aligned}
N(t)={}&s+t(A+hs+sh^{\mathsf T})+t^2(B+hA+Ah^{\mathsf T}+hsh^{\mathsf T})\\
&+t^3(hB+Bh^{\mathsf T}+hAh^{\mathsf T})+t^4\,hBh^{\mathsf T}.
\end{aligned}$$

The determinant is $\det F=1+t\operatorname{tr}h+t^2m+t^3\det h$, where $m$ is the sum of the principal $2\times2$ minors of $h$. At $t=0$ it equals 1 and has slope $\operatorname{tr}h$, so the quotient rule gives

$$T'(0)=N'(0)-\operatorname{tr}(h)\,N(0)=C\!\left(\tfrac12(h+h^{\mathsf T})\right)+hs+sh^{\mathsf T}-\operatorname{tr}(h)\,s .$$

Setting $h=e=e^{\mathsf T}$ gives the stated formula. For an infinitesimal rotation, $w^{\mathsf T}=-w$, the symmetric part and the trace vanish, leaving $ws-sw$: the existing stress turns with the crystal.

**Cubic crystal under pressure.** With $s=-P\,\mathbf 1$ the slope is $Ce-2Pe+P\operatorname{tr}(e)\mathbf 1$. Its entries are

$$(C_{11}-P)e_{ii}+(C_{12}+P)(\operatorname{tr}e-e_{ii})\quad\text{and}\quad 2(C_{44}-P)e_{ij}\quad(i\ne j).$$

A uniaxial strain $e_{00}=1$ reads off the first two constants from $T_{00}$ and $T_{11}$. A shear $e_{01}=e_{10}=1$ reads off the third from $T_{01}$, so the three coefficients are unique.

**Major symmetry.** Write $\mathcal B e=Ce+es+se-\operatorname{tr}(e)s$. Assume that $s$ is symmetric and that $\operatorname{tr}(f\,Ce)=\operatorname{tr}(e\,Cf)$ for symmetric $e,f$. By cyclicity of the trace,

$$\operatorname{tr}(f\,\mathcal Be)-\operatorname{tr}(e\,\mathcal Bf)=\operatorname{tr}(f)\operatorname{tr}(es)-\operatorname{tr}(e)\operatorname{tr}(fs).$$

If $s=-P\,\mathbf 1$, the right-hand side is zero. Conversely, if it is zero for all symmetric $e,f$, choose $e=s$ and $f=\mathbf 1$:

$$0=3\operatorname{tr}(s^2)-(\operatorname{tr}s)^2=\sum_{i<j}(s_{ii}-s_{jj})^2+6\sum_{i<j}s_{ij}^2 .$$

Every square must vanish, so $s$ is a multiple of the identity.

## From the expansion to the Lean lemmas

`greenStrain_expand` is the expansion of $\eta$. `hasDerivAt_quartic` says that a quartic has its linear coefficient as derivative at zero, and `hasDerivAt_volume` applies this to the determinant, written as a cubic with a zero quartic term.

In `hasDerivAt_cauchyStress`, the local statement `expand` is the formula for $N(t)$; the tactic `module` collects the matrix terms by powers of $t$. The step with `fun_div` is the quotient rule. The symmetric and rotational cases are then substitutions.

`hasDerivAt_cubic_pressure` separates diagonal from off-diagonal entries. `cubic_pressure_unique` uses the two test strains and the uniqueness of derivatives. In `stressStrain_major_symmetry_iff`, `key` is the trace identity and `q` is the sum of squares.

```lean
import Mathlib

open Matrix

namespace StressedElasticConstants

noncomputable section

/-- Real 3 by 3 matrices: strains, stresses and deformation gradients. -/
abbrev M3 := Matrix (Fin 3) (Fin 3) ℝ

/-- The Green-Lagrange strain `(Fᵀ F - 1) / 2` of a deformation gradient `F`. -/
def greenStrain (F : M3) : M3 := (1 / 2 : ℝ) • (Fᵀ * F - 1)

/-- The Cauchy stress `F (s + C η) Fᵀ / det F` of a crystal with reference stress `s` and
stiffness `C`, for deformation gradients with `det F ≠ 0`. -/
def cauchyStress (C : M3 →ₗ[ℝ] M3) (s F : M3) : M3 :=
  (F.det)⁻¹ • (F * (s + C (greenStrain F)) * Fᵀ)

/-- The stress-strain coefficients at reference stress `s`, as the map
`e ↦ C e + e s + s e - tr(e) s`. -/
def stressStrain (C : M3 →ₗ[ℝ] M3) (s e : M3) : M3 :=
  C e + e * s + s * e - trace e • s

/-- The cubic stiffness: diagonal stresses `C11 e_ii + C12 (tr e - e_ii)` and shear stresses
`C44 (e_ij + e_ji)`. -/
def cubicStiffness (C11 C12 C44 : ℝ) : M3 →ₗ[ℝ] M3 where
  toFun e := Matrix.of fun i j =>
    if i = j then C11 * e i i + C12 * (trace e - e i i) else C44 * (e i j + e j i)
  map_add' e f := by
    ext i j
    simp only [Matrix.of_apply, Matrix.add_apply, Matrix.trace_add]
    split_ifs <;> ring
  map_smul' c e := by
    ext i j
    simp only [Matrix.of_apply, Matrix.smul_apply, Matrix.trace_smul, smul_eq_mul,
      RingHom.id_apply]
    split_ifs <;> ring

/-- Along `F = 1 + t h` the Green-Lagrange strain is the symmetric part of `h` times `t`, plus
`t² hᵀ h / 2`. -/
theorem greenStrain_expand (h : M3) (t : ℝ) :
    greenStrain (1 + t • h) =
      t • ((1 / 2 : ℝ) • (h + hᵀ)) + t ^ 2 • ((1 / 2 : ℝ) • (hᵀ * h)) := by
  simp only [greenStrain, Matrix.transpose_add, Matrix.transpose_one, Matrix.transpose_smul,
    add_mul, mul_add, one_mul, mul_one, Matrix.smul_mul, Matrix.mul_smul]
  module

/-- A quartic polynomial in `t` has its linear coefficient as derivative at `t = 0`. -/
theorem hasDerivAt_quartic (a b c d k : ℝ) :
    HasDerivAt (fun t : ℝ => a + t * b + t ^ 2 * c + t ^ 3 * d + t ^ 4 * k) b 0 := by
  have h := hasDerivAt_id' (0 : ℝ)
  have h4 := ((((h.mul_const b).const_add a).fun_add ((h.fun_pow 2).mul_const c)).fun_add
    ((h.fun_pow 3).mul_const d)).fun_add ((h.fun_pow 4).mul_const k)
  exact h4.congr_deriv (by simp)

/-- The volume ratio `det (1 + t h)` grows at the initial rate `tr h`. -/
theorem hasDerivAt_volume (h : M3) :
    HasDerivAt (fun t : ℝ => (1 + t • h).det) (trace h) 0 := by
  have hdet : (fun t : ℝ => (1 + t • h).det) = fun t => 1 + t * trace h
      + t ^ 2 * (h 0 0 * h 1 1 - h 0 1 * h 1 0 + h 0 0 * h 2 2 - h 0 2 * h 2 0
        + h 1 1 * h 2 2 - h 1 2 * h 2 1) + t ^ 3 * h.det + t ^ 4 * 0 := by
    funext t
    simp [Matrix.det_fin_three, Matrix.trace_fin_three]
    ring
  rw [hdet]
  exact hasDerivAt_quartic _ _ _ _ _

/-- For any displacement gradient `h`, the Cauchy stress along `F = 1 + t h` has the initial
rate `C ((h + hᵀ)/2) + h s + s hᵀ - tr(h) s`. -/
theorem hasDerivAt_cauchyStress (C : M3 →ₗ[ℝ] M3) (s h : M3) (i j : Fin 3) :
    HasDerivAt (fun t : ℝ => cauchyStress C s (1 + t • h) i j)
      ((C ((1 / 2 : ℝ) • (h + hᵀ)) + h * s + s * hᵀ - trace h • s) i j) 0 := by
  -- the numerator is a quartic polynomial in t with matrix coefficients
  have expand : ∀ (A B : M3) (t : ℝ),
      (1 + t • h) * (s + (t • A + t ^ 2 • B)) * (1 + t • h)ᵀ =
        s + t • (A + h * s + s * hᵀ) + t ^ 2 • (B + h * A + A * hᵀ + h * s * hᵀ)
          + t ^ 3 • (h * B + B * hᵀ + h * A * hᵀ) + t ^ 4 • (h * B * hᵀ) := by
    intro A B t
    simp only [Matrix.transpose_add, Matrix.transpose_one, Matrix.transpose_smul, add_mul,
      mul_add, one_mul, mul_one, Matrix.smul_mul, Matrix.mul_smul, Matrix.mul_assoc]
    module
  obtain ⟨A, hA⟩ : ∃ A, A = C ((1 / 2 : ℝ) • (h + hᵀ)) := ⟨_, rfl⟩
  obtain ⟨B, hB⟩ : ∃ B, B = C ((1 / 2 : ℝ) • (hᵀ * h)) := ⟨_, rfl⟩
  have hC : ∀ t : ℝ, C (greenStrain (1 + t • h)) = t • A + t ^ 2 • B := by
    intro t
    rw [greenStrain_expand, hA, hB]
    simp only [map_add, map_smul]
  rw [← hA]
  have hfun : (fun t : ℝ => cauchyStress C s (1 + t • h) i j) = fun t =>
      (s i j + t * (A + h * s + s * hᵀ) i j
        + t ^ 2 * (B + h * A + A * hᵀ + h * s * hᵀ) i j
        + t ^ 3 * (h * B + B * hᵀ + h * A * hᵀ) i j + t ^ 4 * (h * B * hᵀ) i j)
        / (1 + t • h).det := by
    funext t
    rw [cauchyStress, hC t, expand A B t]
    simp only [Matrix.smul_apply, Matrix.add_apply, smul_eq_mul]
    ring
  rw [hfun]
  -- quotient rule at t = 0, where the determinant is 1
  refine ((hasDerivAt_quartic _ _ _ _ _).fun_div (hasDerivAt_volume h)
    (by simp)).congr_deriv ?_
  simp only [zero_smul, add_zero, Matrix.det_one, Matrix.sub_apply, Matrix.smul_apply,
    smul_eq_mul]
  ring

/-- For a symmetric strain `e`, the Cauchy stress along `F = 1 + t e` has the initial rate
`C e + e s + s e - tr(e) s`. -/
theorem hasDerivAt_cauchyStress_symm (C : M3 →ₗ[ℝ] M3) (s e : M3) (he : e.IsSymm)
    (i j : Fin 3) :
    HasDerivAt (fun t : ℝ => cauchyStress C s (1 + t • e) i j)
      ((C e + e * s + s * e - trace e • s) i j) 0 := by
  have het : eᵀ = e := he
  have h2 : (1 / 2 : ℝ) • (e + eᵀ) = e := by
    rw [het]
    module
  have h := hasDerivAt_cauchyStress C s e i j
  rw [h2, het] at h
  exact h

/-- For an infinitesimal rotation, `wᵀ = -w`, the initial stress rate is the commutator
`w s - s w`, whatever the stiffness. -/
theorem hasDerivAt_cauchyStress_rotation (C : M3 →ₗ[ℝ] M3) (s w : M3) (hw : wᵀ = -w)
    (i j : Fin 3) :
    HasDerivAt (fun t : ℝ => cauchyStress C s (1 + t • w) i j) ((w * s - s * w) i j) 0 := by
  have htr : trace w = 0 := by
    have h := Matrix.trace_transpose w
    rw [hw, Matrix.trace_neg] at h
    linarith
  have h : C ((1 / 2 : ℝ) • (w + wᵀ)) + w * s + s * wᵀ - trace w • s = w * s - s * w := by
    rw [hw, htr, add_neg_cancel, smul_zero, map_zero, zero_smul, mul_neg]
    abel
  exact (hasDerivAt_cauchyStress C s w i j).congr_deriv (by rw [h])

/-- A cubic crystal under pressure `P` responds to a symmetric strain with the cubic
coefficients `C11 - P`, `C12 + P` and `C44 - P`. -/
theorem hasDerivAt_cubic_pressure (C11 C12 C44 P : ℝ) (e : M3) (he : e.IsSymm)
    (i j : Fin 3) :
    HasDerivAt
      (fun t : ℝ => cauchyStress (cubicStiffness C11 C12 C44) ((-P) • 1) (1 + t • e) i j)
      (cubicStiffness (C11 - P) (C12 + P) (C44 - P) e i j) 0 := by
  refine (hasDerivAt_cauchyStress_symm _ _ e he i j).congr_deriv ?_
  simp only [cubicStiffness, LinearMap.coe_mk, AddHom.coe_mk, Matrix.of_apply,
    Matrix.mul_smul, Matrix.smul_mul, mul_one, one_mul, Matrix.sub_apply, Matrix.add_apply,
    Matrix.smul_apply, smul_eq_mul, Matrix.one_apply]
  by_cases hij : i = j
  · subst hij
    simp only [↓reduceIte]
    ring
  · simp only [if_neg hij, he.apply i j]
    ring

/-- If cubic coefficients `a`, `b`, `c` give the initial stress rate of a cubic crystal under
pressure `P` for every symmetric strain, they are `C11 - P`, `C12 + P` and `C44 - P`. -/
theorem cubic_pressure_unique (C11 C12 C44 P a b c : ℝ)
    (h : ∀ e : M3, e.IsSymm → ∀ i j, HasDerivAt
      (fun t : ℝ => cauchyStress (cubicStiffness C11 C12 C44) ((-P) • 1) (1 + t • e) i j)
      (cubicStiffness a b c e i j) 0) :
    a = C11 - P ∧ b = C12 + P ∧ c = C44 - P := by
  -- a uniaxial strain and a shear read off the three constants
  obtain ⟨E, h1, e00, e11, e22⟩ :
      ∃ E : M3, E.IsSymm ∧ E 0 0 = 1 ∧ E 1 1 = 0 ∧ E 2 2 = 0 :=
    ⟨!![1, 0, 0; 0, 0, 0; 0, 0, 0],
      Matrix.IsSymm.ext fun i j => by fin_cases i <;> fin_cases j <;> rfl, rfl, rfl, rfl⟩
  obtain ⟨G, h2, g01, g10⟩ : ∃ G : M3, G.IsSymm ∧ G 0 1 = 1 ∧ G 1 0 = 1 :=
    ⟨!![0, 1, 0; 1, 0, 0; 0, 0, 0],
      Matrix.IsSymm.ext fun i j => by fin_cases i <;> fin_cases j <;> rfl, rfl, rfl⟩
  have ha := (h _ h1 0 0).unique (hasDerivAt_cubic_pressure C11 C12 C44 P _ h1 0 0)
  have hb := (h _ h1 1 1).unique (hasDerivAt_cubic_pressure C11 C12 C44 P _ h1 1 1)
  have hc := (h _ h2 0 1).unique (hasDerivAt_cubic_pressure C11 C12 C44 P _ h2 0 1)
  norm_num [cubicStiffness, Matrix.trace_fin_three, e00, e11, e22, g01, g10] at ha hb hc
  exact ⟨by linarith, by linarith, by linarith⟩

/-- For a symmetric reference stress `s` and a stiffness with the major symmetry on symmetric
strains, the stress-strain coefficients have the major symmetry if and only if `s` is
hydrostatic. -/
theorem stressStrain_major_symmetry_iff (C : M3 →ₗ[ℝ] M3) (s : M3) (hs : s.IsSymm)
    (hC : ∀ e f : M3, e.IsSymm → f.IsSymm → trace (f * C e) = trace (e * C f)) :
    (∀ e f : M3, e.IsSymm → f.IsSymm →
      trace (f * stressStrain C s e) = trace (e * stressStrain C s f)) ↔
      ∃ P : ℝ, s = (-P) • (1 : M3) := by
  -- only the volume term breaks the symmetry
  have key : ∀ e f : M3, e.IsSymm → f.IsSymm →
      trace (f * stressStrain C s e) - trace (e * stressStrain C s f) =
        trace f * trace (e * s) - trace e * trace (f * s) := by
    intro e f he hf
    have h1 : trace (f * (e * s)) = trace (e * (s * f)) := by
      rw [Matrix.trace_mul_comm, Matrix.mul_assoc]
    have h2 : trace (f * (s * e)) = trace (e * (f * s)) := by
      rw [Matrix.trace_mul_comm e, Matrix.mul_assoc]
    simp only [stressStrain, mul_add, mul_sub, Matrix.mul_smul, Matrix.trace_add,
      Matrix.trace_sub, Matrix.trace_smul, smul_eq_mul]
    linear_combination hC e f he hf + h1 + h2
  constructor
  · intro h
    -- the pair e = s, f = 1 gives a vanishing sum of squares
    have h3 : trace (1 : M3) * trace (s * s) - trace s * trace (1 * s) = 0 := by
      linarith [h s 1 hs Matrix.isSymm_one, key s 1 hs Matrix.isSymm_one]
    rw [one_mul] at h3
    simp only [Matrix.trace_fin_three, Matrix.mul_apply, Fin.sum_univ_three,
      Matrix.one_apply_eq, hs.apply 0 1, hs.apply 0 2, hs.apply 1 2] at h3
    have q : (s 0 0 - s 1 1) ^ 2 + (s 1 1 - s 2 2) ^ 2 + (s 0 0 - s 2 2) ^ 2
        + 6 * (s 0 1 ^ 2 + s 0 2 ^ 2 + s 1 2 ^ 2) = 0 := by
      linear_combination h3
    have p1 := sq_nonneg (s 0 0 - s 1 1)
    have p2 := sq_nonneg (s 1 1 - s 2 2)
    have p3 := sq_nonneg (s 0 0 - s 2 2)
    have p4 := sq_nonneg (s 0 1)
    have p5 := sq_nonneg (s 0 2)
    have p6 := sq_nonneg (s 1 2)
    have a1 : s 0 0 = s 1 1 :=
      sub_eq_zero.mp ((pow_eq_zero_iff two_ne_zero).mp (by linarith))
    have a2 : s 1 1 = s 2 2 :=
      sub_eq_zero.mp ((pow_eq_zero_iff two_ne_zero).mp (by linarith))
    have a3 : s 0 1 = 0 := (pow_eq_zero_iff two_ne_zero).mp (by linarith)
    have a4 : s 0 2 = 0 := (pow_eq_zero_iff two_ne_zero).mp (by linarith)
    have a5 : s 1 2 = 0 := (pow_eq_zero_iff two_ne_zero).mp (by linarith)
    refine ⟨-s 0 0, ?_⟩
    ext i j
    fin_cases i <;> fin_cases j <;>
      simp [hs.apply 0 1, hs.apply 0 2, hs.apply 1 2, a1, a2, a3, a4, a5]
  · rintro ⟨P, rfl⟩ e f he hf
    have k := key e f he hf
    simp only [Matrix.mul_smul, mul_one, Matrix.trace_smul, smul_eq_mul] at k
    linear_combination k

end

end StressedElasticConstants
```

```lean
#print axioms StressedElasticConstants.hasDerivAt_cauchyStress_symm
#print axioms StressedElasticConstants.hasDerivAt_cauchyStress_rotation
#print axioms StressedElasticConstants.cubic_pressure_unique
#print axioms StressedElasticConstants.stressStrain_major_symmetry_iff
```

```
'StressedElasticConstants.hasDerivAt_cauchyStress_symm' depends on axioms: [propext, Classical.choice, Quot.sound]
'StressedElasticConstants.hasDerivAt_cauchyStress_rotation' depends on axioms: [propext, Classical.choice, Quot.sound]
'StressedElasticConstants.cubic_pressure_unique' depends on axioms: [propext, Classical.choice, Quot.sound]
'StressedElasticConstants.stressStrain_major_symmetry_iff' depends on axioms: [propext, Classical.choice, Quot.sound]
```

## What the slope theorems assume and establish

The type `M3` holds real $3\times3$ matrices, and `C : M3 →ₗ[ℝ] M3` is the stiffness. `cauchyStress C s F` is $T(F)$, and `stressStrain C s e` is $\mathcal Be$. A `HasDerivAt` statement about `cauchyStress`, ending in `0`, says that one entry `i j` of the stress is differentiable at $t=0$ with the displayed derivative. These statements hold for every entry.

The general derivative formula holds for every linear `C` and every matrix `s`, with no symmetry required of either. `he : e.IsSymm` makes the strain symmetric, and `hw` makes `w` an infinitesimal rotation. The cubic theorems place no sign or stability condition on the constants or on $P$.

The symmetry theorem is an equivalence with two physical hypotheses. `hs` makes the reference stress symmetric, as balance of angular momentum requires in the absence of couple stresses. `hC` is the symmetry that $C$ has when it is the Hessian of a strain energy. Both are assumed, as is the constitutive law itself: no energy function or electronic Hamiltonian appears in the file.

The model takes the second Piola-Kirchhoff stress to be exactly linear in $\eta$. For a real crystal, corrections that vanish faster than $\eta$ would leave the slope at $t=0$ unchanged by the usual Taylor argument, although they would alter the stress at finite $t$.

Internal atomic relaxation enters only through the choice of $C$. A comparison between codes must therefore use clamped-ion constants on both sides or relaxed constants on both sides.

The theorems give derivatives at zero strain. They contain no error bound for a finite-difference step, a fit or a noisy stress, and no criterion for mechanical stability. For a test of an implementation, they supply the target value that the fitted slopes should approach as the strain amplitude and the numerical errors shrink.
